# Band energies of an electron on a ring in a closed spiral field, with multiplicity

An electron hops with real amplitude $t$ between neighbouring sites of a ring of $N\ge3$ sites, and at site $n$ its spin feels the field term $B(\cos qn,\sin qn,0)\cdot\sigma$. If the spiral closes on the ring, $qN=2\pi m$ with $m$ an integer, the $2N$ eigenvalues, counted with multiplicity, are

$$E_\pm(k)=t\,[\cos k+\cos(k+q)]\pm\sqrt{t^2[\cos k-\cos(k+q)]^2+B^2},$$

one pair for each $k=2\pi j/N$, $j=0,\dots,N-1$. These are the momenta of the one-site chemical cell, so no magnetic supercell is needed. In electronic structure terms, this is the spin-dependent Bloch construction for spin spirals, here for one non-interacting electron with one orbital per site, a prescribed planar field and no spin-orbit coupling.

## The ring and its Hamiltonian

```lean
import Mathlib

open Matrix Polynomial
open scoped Real

namespace SpinSpiralRing

noncomputable section

variable {N : ℕ} [NeZero N]
```

The number of sites `N` is a natural number, and `NeZero N` says that it is not zero. Sites will be elements of `ZMod N`, the integers modulo $N$, so site $N$ is site $0$ again.

```lean
/-- The Pauli matrix `σx`. -/
def pauliX : Matrix (Fin 2) (Fin 2) ℂ := !![0, 1; 1, 0]
```

This is $\sigma_x$, written row by row.

```lean
/-- The Pauli matrix `σy`. -/
def pauliY : Matrix (Fin 2) (Fin 2) ℂ := !![0, -Complex.I; Complex.I, 0]
```

This is $\sigma_y$. Index 0 is spin up and index 1 is spin down.

```lean
/-- The spiral field `B (cos qn, sin qn, 0) · σ` acting on the spin at site `n`. -/
def spiralField (B q : ℝ) (n : ZMod N) : Matrix (Fin 2) (Fin 2) ℂ :=
  ((B * Real.cos (q * n.val) : ℝ) : ℂ) • pauliX + ((B * Real.sin (q * n.val) : ℝ) : ℂ) • pauliY
```

The field at site $n$ is

$$B(\cos qn\,\sigma_x+\sin qn\,\sigma_y)=B\begin{pmatrix}0&e^{-iqn}\\e^{iqn}&0\end{pmatrix}.$$

Here `n.val` is the representative of the site among $0,\dots,N-1$.

```lean
/-- Hopping amplitude between sites of the ring: `t` for the step to the right plus `t` for the
step to the left. -/
def ringHop (t : ℝ) (n l : ZMod N) : ℂ :=
  (if l = n + 1 then (t : ℂ) else 0) + (if l = n - 1 then (t : ℂ) else 0)
```

The hopping is $+t$ to each neighbour, with the right and left steps counted separately. For $N\ge3$ this is the usual ring. For $N=2$ the two steps reach the same site and give $2t$; for $N=1$ they give an on-site energy $2t$.

```lean
/-- The Hamiltonian of an electron hopping on an `N`-site ring in a spiral field. -/
def spiralHamiltonian (N : ℕ) [NeZero N] (t B q : ℝ) :
    Matrix (Fin 2 × ZMod N) (Fin 2 × ZMod N) ℂ :=
  Matrix.of fun a b => (if a.1 = b.1 then ringHop t a.2 b.2 else 0) +
    (if a.2 = b.2 then spiralField B q a.2 a.1 b.1 else 0)
```

A basis state is a pair (spin, site). Hopping conserves the spin, and the field acts within a site.

## Momenta, bands and spin waves

```lean
/-- The lattice momentum `k = 2πj/N`, for `N ≥ 1`. -/
def momentum (j : ZMod N) : ℝ := 2 * π * j.val / N
```

This is $k=2\pi j/N$, with $j$ taken from $0,\dots,N-1$.

```lean
/-- The upper band of the spiral at momentum `k`. -/
def upperBand (t B q k : ℝ) : ℝ := t * (Real.cos k + Real.cos (k + q)) +
  √(t ^ 2 * (Real.cos k - Real.cos (k + q)) ^ 2 + B ^ 2)
```

This is $E_+(k)$.

```lean
/-- The lower band of the spiral at momentum `k`. -/
def lowerBand (t B q k : ℝ) : ℝ := t * (Real.cos k + Real.cos (k + q)) -
  √(t ^ 2 * (Real.cos k - Real.cos (k + q)) ^ 2 + B ^ 2)
```

This is $E_-(k)$.

```lean
/-- The `2 × 2` Hamiltonian that couples spin up at `k` to spin down at `k + q`. -/
def blochBlock (t B q k : ℝ) : Matrix (Fin 2) (Fin 2) ℂ :=
  !![((2 * t * Real.cos k : ℝ) : ℂ), (B : ℂ); (B : ℂ), ((2 * t * Real.cos (k + q) : ℝ) : ℂ)]
```

The block for momentum $k$ is

$$h(k)=\begin{pmatrix}2t\cos k&B\\B&2t\cos(k+q)\end{pmatrix}.$$

```lean
/-- The plane wave with momentum index `j` for spin up and `j + m` for spin down. -/
def spinWave (m : ZMod N) (s : Fin 2) (j n : ZMod N) : ℂ :=
  ZMod.stdAddChar ((j + if s = 0 then 0 else m) * n)
```

`ZMod.stdAddChar` sends $a$ to $e^{2\pi i a/N}$. The wave is therefore $e^{ikn}$ for spin up and $e^{i(k+q)n}$ for spin down when $qN=2\pi m$.

```lean
/-- The matrix whose columns are the spin-up and spin-down plane waves. -/
def spiralBasis (m : ZMod N) : Matrix (Fin 2 × ZMod N) (Fin 2 × ZMod N) ℂ :=
  Matrix.of fun a b => if a.1 = b.1 then spinWave m a.1 b.2 a.2 else 0
```

These waves are the columns of a matrix $U$. Its column $(s,j)$ is a spinor with spin $s$ only. The columns are unnormalised; dividing by $\sqrt N$ gives unit vectors.

## Hermiticity and orthogonality

```lean
/-- The Hamiltonian of the ring in a spiral field is Hermitian. -/
theorem hamiltonian_isHermitian (t B q : ℝ) : (spiralHamiltonian N t B q).IsHermitian := by
  ext ⟨s, n⟩ ⟨r, l⟩
  -- a hop to the right is the reverse of a hop to the left
  have hop : star (ringHop t l n) = ringHop t n l := by
    have e1 : n = l + 1 ↔ l = n - 1 := ⟨fun h => by rw [h]; ring, fun h => by rw [h]; ring⟩
    have e2 : n = l - 1 ↔ l = n + 1 := ⟨fun h => by rw [h]; ring, fun h => by rw [h]; ring⟩
    simp only [ringHop, e1, e2]
    split_ifs <;> simp
  have hop' : (starRingEnd ℂ) (ringHop t l n) = ringHop t n l := hop
  by_cases h : n = l
  · subst h
    fin_cases s <;> fin_cases r <;>
      simp [spiralHamiltonian, spiralField, pauliX, pauliY, hop', -Complex.ofReal_cos,
        -Complex.ofReal_sin]
  · fin_cases s <;> fin_cases r <;> simp [spiralHamiltonian, hop', h, Ne.symm h]
```

The theorem says $H^\dagger=H$. A right hop reversed is a left hop with the same real amplitude, and the Pauli matrices are Hermitian. The proof compares matrix entries, on site and between sites. For a Hermitian matrix, the multiplicity of a root of the characteristic polynomial is the degeneracy of the level.

```lean
/-- The `2N` plane-wave spinors are mutually orthogonal, each with squared norm `N`. -/
theorem spiralBasis_orthogonal (m : ZMod N) :
    (spiralBasis m)ᴴ * spiralBasis m = (N : ℂ) • 1 := by
  have orth : ∀ (s : Fin 2) (j l : ZMod N),
      ∑ n, (starRingEnd ℂ) (spinWave m s j n) * spinWave m s l n =
        if j = l then (N : ℂ) else 0 := by
    intro s j l
    have h : ∀ n, (starRingEnd ℂ) (spinWave m s j n) * spinWave m s l n =
        ZMod.stdAddChar (n * (l - j)) := by
      intro n
      rw [spinWave, spinWave, ← AddChar.map_neg_eq_conj, ← AddChar.map_add_eq_mul]
      congr 1
      ring
    simp only [h]
    rw [AddChar.sum_mulShift _ (ZMod.isPrimitive_stdAddChar N)]
    simp [sub_eq_zero, eq_comm, ZMod.card]
  ext ⟨s, j⟩ ⟨r, l⟩
  rw [Matrix.mul_apply, Fintype.sum_prod_type]
  fin_cases s <;> fin_cases r <;>
    simp [spiralBasis, orth, Matrix.one_apply]
```

In Lean `ᴴ` is the conjugate transpose, so this reads $U^\dagger U=N\,\mathbb 1$. Waves of opposite spin are orthogonal. For equal spin, the shift by $m$ cancels and

$$\sum_n e^{2\pi i(l-j)n/N}=N\delta_{jl}.$$

The step `orth` is this sum, and the remaining lines go through the spin cases.

## Reduction to one block per momentum

```lean
/-- The Hamiltonian acts on a state by `t` times the sum of the amplitudes one step to the right and
one step to the left, plus the field matrix of the site applied to the spin there. -/
theorem hamiltonian_mulVec (t B q : ℝ) (ψ : Fin 2 × ZMod N → ℂ) (s : Fin 2) (n : ZMod N) :
    (spiralHamiltonian N t B q *ᵥ ψ) (s, n) =
      t * (ψ (s, n + 1) + ψ (s, n - 1)) + ∑ r, spiralField B q n s r * ψ (r, n) := by
  have h1 : ∀ r, ∑ l, spiralHamiltonian N t B q (s, n) (r, l) * ψ (r, l) =
      (if s = r then (t : ℂ) * (ψ (r, n + 1) + ψ (r, n - 1)) else 0) +
        spiralField B q n s r * ψ (r, n) := by
    intro r
    have hs : ∑ l, ringHop t n l * ψ (r, l) = (t : ℂ) * (ψ (r, n + 1) + ψ (r, n - 1)) := by
      simp [ringHop, add_mul, Finset.sum_add_distrib, mul_add]
    by_cases h : s = r <;>
      simp [spiralHamiltonian, h, add_mul, Finset.sum_add_distrib, hs]
  change ∑ a, spiralHamiltonian N t B q (s, n) a * ψ a = _
  rw [Fintype.sum_prod_type]
  simp only [h1, Finset.sum_add_distrib, Finset.sum_ite_eq, Finset.mem_univ, if_true]
```

Here `*ᵥ` is a matrix acting on a vector:

$$(H\psi)_{s,n}=t(\psi_{s,n+1}+\psi_{s,n-1})+\sum_r F_{sr}(n)\,\psi_{r,n},$$

where $F(n)$ is the field matrix. The proof carries out the sum over sites.

```lean
/-- If `xN = 2πp` with `p` an integer, the standard additive character of `ZMod N` takes the value
`exp (ix)` at `p`. -/
theorem latticePhase (p : ℤ) (x : ℝ) (h : x * N = 2 * π * p) :
    ZMod.stdAddChar (p : ZMod N) = Complex.exp (x * Complex.I) := by
  have hN : (N : ℂ) ≠ 0 := Nat.cast_ne_zero.mpr (NeZero.ne N)
  have h' : (x : ℂ) * N = 2 * π * p := by exact_mod_cast h
  rw [ZMod.stdAddChar_coe]
  congr 1
  rw [div_eq_iff hN]
  linear_combination (-Complex.I) * h'
```

If $xN=2\pi p$ with $p$ an integer, then $e^{2\pi ip/N}=e^{ix}$. This translates between integers modulo $N$ and real angles.

```lean
/-- If the spiral closes on the ring, `qN = 2πm`, the plane-wave spinors reduce the Hamiltonian
to one `2 × 2` block for each momentum. -/
theorem hamiltonian_blocks (t B q : ℝ) (m : ℤ) (hq : q * N = 2 * π * m) :
    spiralHamiltonian N t B q * spiralBasis (m : ZMod N) =
      spiralBasis (m : ZMod N) * blockDiagonal fun j => blochBlock t B q (momentum j) := by
  ext ⟨s, n⟩ ⟨r, j⟩
  have hN : (N : ℝ) ≠ 0 := Nat.cast_ne_zero.mpr (NeZero.ne N)
  have hk : momentum j * N = 2 * π * j.val := div_mul_cancel₀ _ hN
  -- hopping multiplies a plane wave by twice the cosine of its momentum
  have hop : ∀ (a : ZMod N) (x : ℝ), ZMod.stdAddChar a = Complex.exp (x * Complex.I) →
      ZMod.stdAddChar (a * (n + 1)) + ZMod.stdAddChar (a * (n - 1)) =
        2 * Complex.cos x * ZMod.stdAddChar (a * n) := by
    intro a x h
    have hc := Complex.two_cos (x : ℂ)
    rw [neg_mul] at hc
    rw [mul_add, mul_sub, mul_one, sub_eq_add_neg, AddChar.map_add_eq_mul,
      AddChar.map_add_eq_mul, AddChar.map_neg_eq_inv, h, ← Complex.exp_neg]
    linear_combination (-ZMod.stdAddChar (a * n)) * hc
  have h0 : spinWave (m : ZMod N) 0 j (n + 1) + spinWave (m : ZMod N) 0 j (n - 1) =
      2 * Complex.cos (momentum j) * spinWave (m : ZMod N) 0 j n := by
    have e := latticePhase (N := N) (j.val : ℤ) (momentum j) (by push_cast; exact hk)
    rw [Int.cast_natCast, ZMod.natCast_zmod_val] at e
    simpa only [spinWave, if_true, add_zero] using hop j _ e
  have h1 : spinWave (m : ZMod N) 1 j (n + 1) + spinWave (m : ZMod N) 1 j (n - 1) =
      2 * Complex.cos (momentum j + q) * spinWave (m : ZMod N) 1 j n := by
    have e := latticePhase (N := N) (j.val + m) (momentum j + q)
      (by push_cast; linear_combination hk + hq)
    rw [Int.cast_add, Int.cast_natCast, ZMod.natCast_zmod_val] at e
    have e' := hop (j + m) _ e
    rw [Complex.ofReal_add] at e'
    simpa only [spinWave, one_ne_zero, if_false] using e'
  -- the field shifts the momentum by `q` when it flips the spin
  have hw : ZMod.stdAddChar ((m : ZMod N) * n) =
      Complex.exp ((q * n.val : ℝ) * Complex.I) := by
    have e := latticePhase (N := N) (m * n.val) (q * n.val)
      (by push_cast; linear_combination (n.val : ℝ) * hq)
    rwa [Int.cast_mul, Int.cast_natCast, ZMod.natCast_zmod_val] at e
  have hw' : ZMod.stdAddChar (-((m : ZMod N) * n)) =
      Complex.exp (-(q * n.val : ℝ) * Complex.I) := by
    rw [AddChar.map_neg_eq_inv, hw, ← Complex.exp_neg, neg_mul]
  have f1 : ZMod.stdAddChar (-((m : ZMod N) * n)) * spinWave (m : ZMod N) 1 j n =
      spinWave (m : ZMod N) 0 j n := by
    simp only [spinWave, one_ne_zero, if_false, if_true]
    rw [← AddChar.map_add_eq_mul]
    congr 1
    ring
  have f2 : ZMod.stdAddChar ((m : ZMod N) * n) * spinWave (m : ZMod N) 0 j n =
      spinWave (m : ZMod N) 1 j n := by
    simp only [spinWave, one_ne_zero, if_false, if_true]
    rw [← AddChar.map_add_eq_mul]
    congr 1
    ring
  rw [hw', Complex.exp_mul_I, Complex.cos_neg, Complex.sin_neg] at f1
  rw [hw, Complex.exp_mul_I] at f2
  have R : (spiralBasis (m : ZMod N) * blockDiagonal (fun j => blochBlock t B q (momentum j)) :
      Matrix (Fin 2 × ZMod N) (Fin 2 × ZMod N) ℂ)
      (s, n) (r, j) = ∑ x, spiralBasis (m : ZMod N) (s, n) (x, j) *
        blochBlock t B q (momentum j) x r := by
    simp [Matrix.mul_apply, Fintype.sum_prod_type, blockDiagonal_apply]
  rw [R]
  change (spiralHamiltonian N t B q *ᵥ fun c => spiralBasis (m : ZMod N) c (r, j)) (s, n) = _
  rw [hamiltonian_mulVec]
  simp only [spiralField]
  generalize q * (n.val : ℝ) = x at f1 f2 ⊢
  fin_cases s <;> fin_cases r <;>
    simp [spiralBasis, blochBlock, pauliX, pauliY]
  · linear_combination (t : ℂ) * h0
  · linear_combination (B : ℂ) * f1
  · linear_combination (B : ℂ) * f2
  · linear_combination (t : ℂ) * h1
```

The hypothesis `hq` is the closing condition. The conclusion is $HU=UD$, where $D$ has the blocks $h(k)$ on its diagonal. By hand, write $|k\uparrow\rangle$ and $|k+q\downarrow\rangle$ for the two waves. Hopping multiplies a wave of momentum $p$ by $t(e^{ip}+e^{-ip})=2t\cos p$. The field flips up to down with a factor $Be^{iqn}$, and down to up with $Be^{-iqn}$. Hence

$$H|k\uparrow\rangle=2t\cos k\,|k\uparrow\rangle+B|k+q\downarrow\rangle,$$
$$H|k+q\downarrow\rangle=B|k\uparrow\rangle+2t\cos(k+q)\,|k+q\downarrow\rangle.$$

In the code, `h0` and `h1` are the two hopping identities, and `f1` and `f2` the two spin flips. The four closing `linear_combination` lines use them for the four entries of the block.

## From blocks to the spectrum

```lean
/-- The characteristic polynomial of a momentum block has the two bands as its roots. -/
theorem blochBlock_charpoly (t B q k : ℝ) : (blochBlock t B q k).charpoly =
    (X - C (upperBand t B q k : ℂ)) * (X - C (lowerBand t B q k : ℂ)) := by
  have h1 : (blochBlock t B q k).trace = (upperBand t B q k : ℂ) + (lowerBand t B q k : ℂ) := by
    rw [blochBlock, Matrix.trace_fin_two_of, ← Complex.ofReal_add, ← Complex.ofReal_add]
    congr 1
    unfold upperBand lowerBand
    ring
  have h2 : (blochBlock t B q k).det = (upperBand t B q k : ℂ) * (lowerBand t B q k : ℂ) := by
    have hs := Real.sq_sqrt (show 0 ≤ t ^ 2 * (Real.cos k - Real.cos (k + q)) ^ 2 + B ^ 2 by
      positivity)
    rw [blochBlock, Matrix.det_fin_two_of, ← Complex.ofReal_mul, ← Complex.ofReal_mul,
      ← Complex.ofReal_mul, ← Complex.ofReal_sub]
    congr 1
    unfold upperBand lowerBand
    linear_combination hs
  rw [Matrix.charpoly_fin_two, h1, h2, map_add, map_mul]
  ring
```

The characteristic polynomial of $h(k)$ is $(X-E_+)(X-E_-)$. The characteristic polynomial of a $2\times2$ matrix is fixed by its trace and determinant, so it is enough to check that

$$E_++E_-=2t[\cos k+\cos(k+q)],$$
$$E_+E_-=t^2[\cos k+\cos(k+q)]^2-t^2[\cos k-\cos(k+q)]^2-B^2=4t^2\cos k\cos(k+q)-B^2.$$

These are `h1` and `h2`.

```lean
/-- If `qN = 2πm` with `m` an integer, the eigenvalues of the ring in the spiral field, counted
with multiplicity, are the upper and lower band energies at the `N` momenta `k = 2πj/N`. -/
theorem spiral_spectrum (t B q : ℝ) (m : ℤ) (hq : q * N = 2 * π * m) :
    (spiralHamiltonian N t B q).charpoly.roots =
      (Finset.univ : Finset (ZMod N)).val.bind fun j =>
        {(upperBand t B q (momentum j) : ℂ), (lowerBand t B q (momentum j) : ℂ)} := by
  set U := spiralBasis (m : ZMod N)
  set A := fun j : ZMod N => blochBlock t B q (momentum j)
  have hN : (N : ℂ) ≠ 0 := Nat.cast_ne_zero.mpr (NeZero.ne N)
  have hV : ((N : ℂ)⁻¹ • Uᴴ) * U = 1 := by
    rw [Matrix.smul_mul, spiralBasis_orthogonal, smul_smul, inv_mul_cancel₀ hN, one_smul]
  -- the change of basis preserves the characteristic polynomial
  have hsim : (spiralHamiltonian N t B q).charpoly = (blockDiagonal A).charpoly := by
    have hD : blockDiagonal A = ((N : ℂ)⁻¹ • Uᴴ) * (spiralHamiltonian N t B q * U) := by
      rw [hamiltonian_blocks t B q m hq, ← Matrix.mul_assoc, hV, Matrix.one_mul]
    rw [hD, Matrix.charpoly_mul_comm, Matrix.mul_assoc, mul_eq_one_comm.mp hV, Matrix.mul_one]
  -- it factorises over the momentum blocks
  have hblock : (blockDiagonal A).charpoly = ∏ j, (A j).charpoly := by
    have h : charmatrix (blockDiagonal A) = blockDiagonal fun j => charmatrix (A j) := by
      ext1 ⟨s, j⟩ ⟨r, l⟩
      by_cases hj : j = l <;> by_cases hs : s = r <;>
        simp [blockDiagonal_apply, hj, hs]
    rw [Matrix.charpoly, h, Matrix.det_blockDiagonal]
    rfl
  have hne : ∀ j, (A j).charpoly ≠ 0 := fun j => (Matrix.charpoly_monic (A j)).ne_zero
  rw [hsim, hblock, Polynomial.roots_prod _ _ (Finset.prod_ne_zero_iff.mpr fun j _ => hne j)]
  refine Multiset.bind_congr fun j _ => ?_
  have hj := hne j
  simp only [A, blochBlock_charpoly] at hj ⊢
  rw [Polynomial.roots_mul hj, Polynomial.roots_X_sub_C, Polynomial.roots_X_sub_C]
  rfl
```

The left side is the multiset of roots of $\det(X-H)$, a collection that remembers repetitions. On the right, `bind` joins the pairs $\{E_+(k),E_-(k)\}$ over all $N$ momenta and keeps repetitions too.

Since $U^{-1}=U^\dagger/N$, the block relation gives $D=U^{-1}HU$, and $H$ and $D$ have the same characteristic polynomial (`hsim`). The determinant of a block-diagonal matrix is a product (`hblock`), so

$$\det(X-H)=\prod_k (X-E_+(k))(X-E_-(k)).$$

The last lines read off the roots.

The closing condition matters. Take $N=3$, $q=\pi$, $t=1$, $B=0$. The true eigenvalues are $2\cos k$, each twice: $2,2,-1,-1,-1,-1$. The formula would give $\pm2|\cos k|$, that is $2,-2,1,-1,1,-1$. Both lists change continuously with $B$, so they also differ for small nonzero $B$. It is therefore not enough that $qN$ be an integer multiple of $\pi$.

```lean
/-- On a ring with an even number of sites, the staggered field `q = π` gives the eigenvalues
`±√(4t² cos² k + B²)`, counted with multiplicity over the `N` momenta. -/
theorem staggered_spectrum (t B : ℝ) (hN : Even N) :
    (spiralHamiltonian N t B π).charpoly.roots =
      (Finset.univ : Finset (ZMod N)).val.bind fun j =>
        {((√(4 * t ^ 2 * Real.cos (momentum j) ^ 2 + B ^ 2) : ℝ) : ℂ),
          ((-√(4 * t ^ 2 * Real.cos (momentum j) ^ 2 + B ^ 2) : ℝ) : ℂ)} := by
  obtain ⟨M, hM⟩ := hN
  have hM' : (N : ℝ) = M + M := by exact_mod_cast hM
  rw [spiral_spectrum t B π M (by rw [hM']; push_cast; ring)]
  refine Multiset.bind_congr fun j _ => ?_
  have e : t ^ 2 * (Real.cos (momentum j) - -Real.cos (momentum j)) ^ 2 + B ^ 2 =
      4 * t ^ 2 * Real.cos (momentum j) ^ 2 + B ^ 2 := by ring
  rw [upperBand, lowerBand, Real.cos_add_pi, e, add_neg_cancel, mul_zero, zero_add, zero_sub]

end

end SpinSpiralRing
```

For $q=\pi$ the field is $(-1)^nB\sigma_x$, which alternates from site to site. If $N=2M$, then $qN=2\pi M$ and the previous theorem applies with $m=M$. Because $\cos(k+\pi)=-\cos k$, the first term of the bands vanishes and

$$E_\pm(k)=\pm\sqrt{4t^2\cos^2k+B^2}.$$

```lean
#print axioms SpinSpiralRing.hamiltonian_isHermitian
#print axioms SpinSpiralRing.spiral_spectrum
#print axioms SpinSpiralRing.staggered_spectrum
```

```
'SpinSpiralRing.hamiltonian_isHermitian' depends on axioms: [propext, Classical.choice, Quot.sound]
'SpinSpiralRing.spiral_spectrum' depends on axioms: [propext, Classical.choice, Quot.sound]
'SpinSpiralRing.staggered_spectrum' depends on axioms: [propext, Classical.choice, Quot.sound]
```
